# Thouless's rule for one ring exchange with $J>0$: the all-up state minimizes the energy for odd $n$ and maximizes it for even $n$

The sign of a ring exchange can enter a spin model in two ways: as a factor $(-1)^n$ written into the Hamiltonian, or as the sign of the permutation, which fermionic antisymmetry supplies. We take the second way. For a permutation $\sigma$ of $n$ sites, let $P$ be the operator that permutes the spins accordingly, and set

$$H=-J\,\operatorname{sgn}(\sigma)\,(P+P^{-1}),\qquad J>0 .$$

The factor $(-1)^n$ then follows from $\sigma$ being an $n$-cycle, that is, a single cycle through all $n$ sites, with $n\ge 2$.

The constant $J$ is the tunnelling amplitude for the particles to move around the ring together. Its positive sign stands for the fact that, without a magnetic field, tunnelling of distinguishable particles favours a wave function without sign changes. Antisymmetry turns an exchange of positions into an exchange of spins times $\operatorname{sgn}(\sigma)$. Both the form of $H$ and the sign of $J$ are assumed here.

## The energy as a distance between a state and its permuted copy

A configuration $s$ assigns up or down to each site, and a state $\psi$ assigns a complex amplitude $\psi(s)$ to each configuration. The inner product is $\langle\phi,\psi\rangle=\sum_s\overline{\phi(s)}\,\psi(s)$, and $P$ acts by $(P\psi)(s)=\psi(s\circ\sigma)$. It carries the spin at site $j$ to site $\sigma(j)$, and its inverse belongs to $\sigma^{-1}$.

An $n$-cycle is a product of $n-1$ transpositions, so $\operatorname{sgn}(\sigma)=(-1)^{n-1}$ and

$$H=(-1)^nJ\,(P+P^{-1}).$$

Now expand the squared distance between $\psi$ and $P\psi$:

$$\|P\psi-\psi\|^2=\langle P\psi,P\psi\rangle+\langle\psi,\psi\rangle-\langle P\psi,\psi\rangle-\langle\psi,P\psi\rangle .$$

The map $s\mapsto s\circ\sigma$ only reorders the configurations. Hence $\langle P\psi,P\psi\rangle=\langle\psi,\psi\rangle$. With $t=s\circ\sigma$, the third term becomes

$$\langle P\psi,\psi\rangle=\sum_s\overline{\psi(s\circ\sigma)}\,\psi(s)=\sum_t\overline{\psi(t)}\,\psi(t\circ\sigma^{-1})=\langle\psi,P^{-1}\psi\rangle .$$

Therefore

$$\langle\psi,(P+P^{-1})\psi\rangle=2\langle\psi,\psi\rangle-\|P\psi-\psi\|^2 .$$

Write $D(\psi)=\|P\psi-\psi\|^2$ and $E(\psi)=\langle\psi,H\psi\rangle$. For a unit vector,

$$E(\psi)=(-1)^nJ\,\bigl(2-D(\psi)\bigr).$$

The all-up state $u$ satisfies $Pu=u$, because permuting equal spins changes nothing. So $D(u)=0$, $E(u)=2(-1)^nJ$, and

$$E(\psi)-E(u)=-(-1)^nJ\,D(\psi).$$

The right-hand side is $+J D(\psi)\ge0$ for odd $n$ and $-J D(\psi)\le0$ for even $n$, which is the rule. Equality holds exactly when $D(\psi)=0$, that is, when $P\psi=\psi$.

Let $d_i$ be the state with the spin at site $i$ down and all others up. Both $P$ and $P^{-1}$ move the down spin to a different site, so $Pd_i$ and $P^{-1}d_i$ are orthogonal to $d_i$ and $E(d_i)=0$. This lies strictly above $E(u)$ for odd $n$ and strictly below it for even $n$.

## Three spins with J = 1

Let $\sigma$ take $0\to1\to2\to0$, so that $H=-(P+P^{-1})$ and $E(u)=-2$. For $\psi=(d_0-d_1)/\sqrt2$ we get $P\psi=(d_1-d_2)/\sqrt2$, and

$$P\psi-\psi=\frac{-d_0+2d_1-d_2}{\sqrt2},\qquad D(\psi)=\frac{1+4+1}{2}=3,\qquad E(\psi)=-(2-3)=1 .$$

The state $(d_0+d_1+d_2)/\sqrt3$ is unchanged by $P$ and has energy $-2$, like $u$. The minimizer is thus not unique.

## Spin states and the exchange Hamiltonian in Lean

The number of sites `n` is a variable throughout.

```lean
import Mathlib

open scoped ComplexConjugate

namespace ThoulessRule

noncomputable section

variable {n : ℕ}
```

A site is an element of `Fin n`, numbered from 0, and `true` means up. The amplitudes form a space of dimension $2^n$.

```lean
/-- Spin states of `n` sites: complex amplitudes on the up/down configurations (`true` is up). -/
abbrev SpinState (n : ℕ) := (Fin n → Bool) → ℂ
```

The inner product is written out as a finite sum, conjugate-linear in its first argument.

```lean
/-- The inner product of two spin states, conjugate-linear in the first. -/
def braket (φ ψ : SpinState n) : ℂ := ∑ s, conj (φ s) * ψ s
```

The operator $P$ is `permOp σ`. Its definition fixes the direction in which spins move, although $H$ contains both directions equally.

```lean
/-- The operator that permutes the spins among the sites according to `σ`. -/
def permOp (σ : Equiv.Perm (Fin n)) : SpinState n →ₗ[ℂ] SpinState n where
  toFun ψ := fun s => ψ (s ∘ σ)
  map_add' _ _ := rfl
  map_smul' _ _ := rfl
```

The Hamiltonian carries the fermionic sign, and it is defined for every permutation. Its second term is `permOp σ⁻¹`, which is shown below to be the inverse of $P$.

```lean
/-- The exchange Hamiltonian `-J sgn(σ) (P + P⁻¹)` of fermions permuted by `σ`. -/
def ringH (J : ℝ) (σ : Equiv.Perm (Fin n)) : SpinState n →ₗ[ℂ] SpinState n :=
  ((-(J * (((Equiv.Perm.sign σ : ℤˣ) : ℤ) : ℝ)) : ℝ) : ℂ) • (permOp σ + permOp σ⁻¹)
```

The energy is defined as a real part so that energies can be compared by inequalities. That no imaginary part is lost in this way is proved later for the case at hand.

```lean
/-- The real part of the expectation value `⟨ψ, H ψ⟩` of the exchange Hamiltonian. -/
def energy (J : ℝ) (σ : Equiv.Perm (Fin n)) (ψ : SpinState n) : ℝ :=
  (braket ψ (ringH J σ ψ)).re
```

The quantity $D(\psi)$ is called `asymmetry`.

```lean
/-- The squared distance `‖Pψ - ψ‖²` between a state and its permuted copy. -/
def asymmetry (σ : Equiv.Perm (Fin n)) (ψ : SpinState n) : ℝ :=
  ∑ s, Complex.normSq ((permOp σ ψ - ψ) s)
```

The next three definitions give the states of definite configuration, the state $u$, and the configuration underlying $d_i$.

```lean
/-- The state in which the spins have the definite configuration `c`. -/
def basisState (c : Fin n → Bool) : SpinState n := fun s => if s = c then 1 else 0

/-- The state with every spin up. -/
def allUp : SpinState n := basisState fun _ => true

/-- The configuration with the spin at site `i` down and all others up. -/
def downAt (i : Fin n) : Fin n → Bool := fun j => decide (j ≠ i)
```

## From the permutation sign to the energy formula

Composing the two permutation operators gives the identity, which justifies reading `permOp σ⁻¹` as $P^{-1}$.

```lean
/-- Permuting the spins by `σ⁻¹` and then by `σ` restores every state. -/
theorem permOp_comp_inv (σ : Equiv.Perm (Fin n)) :
    permOp σ ∘ₗ permOp σ⁻¹ = LinearMap.id :=
  LinearMap.ext fun ψ => funext fun s => congrArg ψ (funext fun j => by simp)
```

An $n$-cycle is described by two hypotheses: `σ.IsCycle` says that $\sigma$ is a single cycle, and `σ.support.card = n` says that it moves $n$ sites, hence all of them. A cycle moves at least two sites, so $n\ge2$ is implied. Mathlib's formula for the sign of a cycle, `hσ.sign`, then yields the prefactor $(-1)^nJ$.

```lean
/-- For an `n`-cycle the exchange Hamiltonian is `(-1)^n J (P + P⁻¹)`. -/
theorem ringH_of_cycle (J : ℝ) {σ : Equiv.Perm (Fin n)} (hσ : σ.IsCycle)
    (hn : σ.support.card = n) :
    ringH J σ = (((-1) ^ n * J : ℝ) : ℂ) • (permOp σ + permOp σ⁻¹) := by
  have hs : (((Equiv.Perm.sign σ : ℤˣ) : ℤ) : ℝ) = -(-1) ^ n := by
    rw [hσ.sign, hn]
    simp
  have hc : -(J * -(-1 : ℝ) ^ n) = (-1) ^ n * J := by ring
  unfold ringH
  rw [hs, hc]
```

The exchange identity holds for every permutation and every state, normalized or not. In its proof, `hsum` is the reordering of configurations. It is applied once to the norm of $P\psi$ (`h1`) and once to the cross term (`h2`), while `h3` is the expansion of the squared distance. The last line combines the three as in the derivation by hand.

```lean
/-- The exchange identity `⟨ψ, Pψ⟩ + ⟨ψ, P⁻¹ψ⟩ = 2⟨ψ, ψ⟩ - ⟨Pψ - ψ, Pψ - ψ⟩`. -/
theorem exchange_identity (σ : Equiv.Perm (Fin n)) (ψ : SpinState n) :
    braket ψ (permOp σ ψ) + braket ψ (permOp σ⁻¹ ψ)
      = 2 * braket ψ ψ - braket (permOp σ ψ - ψ) (permOp σ ψ - ψ) := by
  -- relabelling the sites does not change a sum over all configurations
  have hsum : ∀ f : (Fin n → Bool) → ℂ, ∑ s, f (s ∘ ⇑σ) = ∑ s, f s := fun f =>
    Equiv.sum_comp (Equiv.arrowCongr σ.symm (Equiv.refl Bool)) f
  have hs : ∀ s : Fin n → Bool, (s ∘ ⇑σ) ∘ ⇑σ⁻¹ = s := fun s => funext fun j => by simp
  have h1 := hsum fun s => conj (ψ s) * ψ s
  have h2 := hsum fun s => conj (ψ s) * ψ (s ∘ ⇑σ⁻¹)
  simp only [hs] at h2
  have h3 : ∑ s, conj (ψ (s ∘ ⇑σ) - ψ s) * (ψ (s ∘ ⇑σ) - ψ s)
      = ∑ s, conj (ψ (s ∘ ⇑σ)) * ψ (s ∘ ⇑σ) - ∑ s, conj (ψ (s ∘ ⇑σ)) * ψ s
        - ∑ s, conj (ψ s) * ψ (s ∘ ⇑σ) + ∑ s, conj (ψ s) * ψ s := by
    simp only [map_sub, sub_mul, mul_sub, Finset.sum_sub_distrib]
    ring
  change ∑ s, conj (ψ s) * ψ (s ∘ ⇑σ) + ∑ s, conj (ψ s) * ψ (s ∘ ⇑σ⁻¹)
    = 2 * ∑ s, conj (ψ s) * ψ s - ∑ s, conj (ψ (s ∘ ⇑σ) - ψ s) * (ψ (s ∘ ⇑σ) - ψ s)
  linear_combination h3 + h1 - h2
```

For a unit vector, expressed by `braket ψ ψ = 1`, the following theorem states that the expectation value is real and that it equals $(-1)^nJ(2-D(\psi))$. Within the proof, `hlin` pulls the prefactor out of the inner product, and `hD` identifies the inner product of $P\psi-\psi$ with itself as `asymmetry`.

```lean
/-- For an `n`-cycle and a unit vector, `⟨ψ, Hψ⟩` is real and equals
`(-1)^n J (2 - ‖Pψ - ψ‖²)`. -/
theorem energy_of_cycle (J : ℝ) {σ : Equiv.Perm (Fin n)} (hσ : σ.IsCycle)
    (hn : σ.support.card = n) {ψ : SpinState n} (hψ : braket ψ ψ = 1) :
    braket ψ (ringH J σ ψ) = (energy J σ ψ : ℂ) ∧
      energy J σ ψ = (-1) ^ n * J * (2 - asymmetry σ ψ) := by
  have hlin : ∀ c : ℂ, braket ψ ((c • (permOp σ + permOp σ⁻¹)) ψ)
      = c * (braket ψ (permOp σ ψ) + braket ψ (permOp σ⁻¹ ψ)) := by
    intro c
    simp only [braket, LinearMap.smul_apply, LinearMap.add_apply, Pi.smul_apply,
      Pi.add_apply, smul_eq_mul, mul_add, Finset.sum_add_distrib, Finset.mul_sum]
    congr 1 <;> exact Finset.sum_congr rfl fun s _ => by ring
  have hD : braket (permOp σ ψ - ψ) (permOp σ ψ - ψ) = (asymmetry σ ψ : ℂ) := by
    unfold braket asymmetry
    rw [Complex.ofReal_sum]
    exact Finset.sum_congr rfl fun s _ => Complex.normSq_eq_conj_mul_self.symm
  have h : braket ψ (ringH J σ ψ)
      = (((-1) ^ n * J * (2 - asymmetry σ ψ) : ℝ) : ℂ) := by
    rw [ringH_of_cycle J hσ hn, hlin, exchange_identity, hψ, hD]
    push_cast
    ring
  have e : energy J σ ψ = (-1) ^ n * J * (2 - asymmetry σ ψ) := by
    rw [energy, h, Complex.ofReal_re]
  exact ⟨by rw [e, h], e⟩
```

A sum of nonnegative terms vanishes only if every term does, so $D(\psi)=0$ means $P\psi=\psi$.

```lean
/-- The distance `‖Pψ - ψ‖²` vanishes exactly when the permutation leaves the state unchanged. -/
theorem asymmetry_eq_zero (σ : Equiv.Perm (Fin n)) (ψ : SpinState n) :
    asymmetry σ ψ = 0 ↔ permOp σ ψ = ψ := by
  unfold asymmetry
  rw [Finset.sum_eq_zero_iff_of_nonneg fun s _ => Complex.normSq_nonneg _]
  constructor
  · intro h
    exact funext fun s => sub_eq_zero.1 (Complex.normSq_eq_zero.1 (h s (Finset.mem_univ s)))
  · intro h s _
    rw [h]
    simp
```

Taking the inner product with a definite configuration picks out one amplitude.

```lean
/-- The overlap of a definite configuration with a state is the amplitude of that configuration. -/
theorem braket_basisState (c : Fin n → Bool) (φ : SpinState n) :
    braket (basisState c) φ = φ c := by
  unfold braket
  rw [Finset.sum_eq_single c]
  · simp [basisState]
  · intro s _ hs
    simp [basisState, hs]
  · intro h
    exact absurd (Finset.mem_univ c) h
```

The all-up state is normalized, and `hP` shows that it is invariant: $s\circ\sigma$ is all up exactly when $s$ is. The energy formula with $D(u)=0$ gives $2(-1)^nJ$.

```lean
/-- The all-up state is a unit vector, and for an `n`-cycle its energy is `2 (-1)^n J`. -/
theorem energy_allUp (J : ℝ) {σ : Equiv.Perm (Fin n)} (hσ : σ.IsCycle)
    (hn : σ.support.card = n) :
    braket (allUp : SpinState n) allUp = 1 ∧ energy J σ allUp = (-1) ^ n * J * 2 := by
  have hu : braket (allUp : SpinState n) allUp = 1 := by
    rw [allUp, braket_basisState]
    simp [basisState]
  -- a permutation of equal spins changes nothing
  have hP : permOp σ allUp = allUp := by
    funext s
    have h : s ∘ ⇑σ = (fun _ => true) ↔ s = fun _ => true := by
      constructor
      · intro h
        funext j
        have hj := congrFun h (σ⁻¹ j)
        simpa using hj
      · intro h
        rw [h]
        rfl
    change (if s ∘ ⇑σ = (fun _ => true) then (1 : ℂ) else 0)
      = if s = (fun _ => true) then 1 else 0
    simp only [h]
  refine ⟨hu, ?_⟩
  rw [(energy_of_cycle J hσ hn hu).2, (asymmetry_eq_zero σ allUp).2 hP, sub_zero]
```

## The rule, its equality case and one reversed spin

The theorem has one part for each parity, and each compares $u$ with every unit vector in the full spin space. The proof inserts the two energies, replaces $(-1)^n$ by $-1$ or $1$ through `h.neg_one_pow`, and concludes from $J\,D(\psi)\ge0$.

```lean
/-- Thouless's rule for `J > 0`: among unit vectors, the all-up state minimizes the energy of a
cyclic exchange of `n` spins when `n` is odd and maximizes it when `n` is even. -/
theorem thouless_rule {J : ℝ} (hJ : 0 < J) {σ : Equiv.Perm (Fin n)} (hσ : σ.IsCycle)
    (hn : σ.support.card = n) :
    (Odd n → ∀ ψ : SpinState n, braket ψ ψ = 1 → energy J σ allUp ≤ energy J σ ψ) ∧
    (Even n → ∀ ψ : SpinState n, braket ψ ψ = 1 → energy J σ ψ ≤ energy J σ allUp) := by
  have hD : ∀ ψ : SpinState n, 0 ≤ J * asymmetry σ ψ := fun ψ =>
    mul_nonneg hJ.le (Finset.sum_nonneg fun s _ => Complex.normSq_nonneg _)
  constructor <;> intro h ψ hψ <;>
    rw [(energy_allUp J hσ hn).2, (energy_of_cycle J hσ hn hψ).2, h.neg_one_pow] <;>
    linarith [hD ψ]
```

The condition that the cycle passes through all sites matters. Take $n=3$ and let $\sigma$ swap sites 0 and 1 while site 2 stays put. Then $\operatorname{sgn}(\sigma)=-1$ and $P^{-1}=P$, so $H=2JP$ and $E(u)=2J$. The unit vector $(d_0-d_1)/\sqrt2$ changes sign under $P$ and has energy $-2J$. Although $n$ is odd, $u$ is not a minimizer: the parity that counts is that of the number of spins in the ring.

Thouless's rule is often quoted as saying that odd rings favour ferromagnetism and even rings antiferromagnetism. For odd $n$ the all-up state does have the lowest energy, but for odd $n\ge5$ some states of lower total spin share that energy, so a single ring does not by itself force the spins to align. For even $n$ the theorem places the all-up state at the top of the energy range, but it does not identify the state at the bottom. In a Wigner crystal, where localized electrons exchange places by tunnelling, the result tells whether a single ring on fixed sites gives the fully aligned state the lowest or the highest energy; the competition between rings of different lengths is not part of the model.

The equality case follows by cancelling the nonzero factor $(-1)^nJ$ from the two energies.

```lean
/-- For an `n`-cycle and `J > 0`, a unit vector has the same energy as the all-up state exactly when
the permutation leaves it unchanged. -/
theorem energy_eq_allUp_iff {J : ℝ} (hJ : 0 < J) {σ : Equiv.Perm (Fin n)} (hσ : σ.IsCycle)
    (hn : σ.support.card = n) {ψ : SpinState n} (hψ : braket ψ ψ = 1) :
    energy J σ ψ = energy J σ allUp ↔ permOp σ ψ = ψ := by
  rw [(energy_allUp J hσ hn).2, (energy_of_cycle J hσ hn hψ).2, ← asymmetry_eq_zero]
  have hc : (-1 : ℝ) ^ n * J ≠ 0 := mul_ne_zero (pow_ne_zero _ (by norm_num)) hJ.ne'
  constructor
  · intro h
    have h' := mul_left_cancel₀ hc h
    linarith
  · intro h
    rw [h, sub_zero]
```

For one reversed spin, the proof first establishes that $\sigma$ and $\sigma^{-1}$ both move site $i$. The step `h1` then shows that the displaced down spin has no overlap with the original configuration, so both terms of $H$ contribute zero. The strict inequalities compare this zero with $E(u)=\pm2J$. In particular, for even $n$ the all-up state is not a ground state.

```lean
/-- For an `n`-cycle and `J > 0`, the state with the spin at site `i` down and all others up is a
unit vector of energy zero; it lies strictly above the all-up state when `n` is odd and strictly
below it when `n` is even. -/
theorem one_spin_down {J : ℝ} (hJ : 0 < J) {σ : Equiv.Perm (Fin n)} (hσ : σ.IsCycle)
    (hn : σ.support.card = n) (i : Fin n) :
    braket (basisState (downAt i)) (basisState (downAt i)) = 1 ∧
    energy J σ (basisState (downAt i)) = 0 ∧
    (Odd n → energy J σ allUp < energy J σ (basisState (downAt i))) ∧
    (Even n → energy J σ (basisState (downAt i)) < energy J σ allUp) := by
  -- an `n`-cycle moves every site, and so does its inverse
  have huniv := Finset.eq_univ_of_card σ.support (hn.trans (Fintype.card_fin n).symm)
  have hi : σ i ≠ i := Equiv.Perm.mem_support.1 (by rw [huniv]; exact Finset.mem_univ i)
  have hi' : σ⁻¹ i ≠ i := fun h => hi <| calc
    σ i = σ (σ⁻¹ i) := by rw [h]
    _ = i := by simp
  -- the displaced down spin is orthogonal to the original one
  have h1 : ∀ τ : Equiv.Perm (Fin n), τ i ≠ i →
      permOp τ (basisState (downAt i)) (downAt i) = 0 := by
    intro τ hτ
    change (if downAt i ∘ ⇑τ = downAt i then (1 : ℂ) else 0) = 0
    rw [if_neg]
    intro h
    have h' := congrFun h i
    simp [downAt, hτ] at h'
  have h0 : energy J σ (basisState (downAt i)) = 0 := by
    rw [energy, braket_basisState, ringH, LinearMap.smul_apply, LinearMap.add_apply,
      Pi.smul_apply, Pi.add_apply, h1 σ hi, h1 σ⁻¹ hi']
    simp
  refine ⟨by rw [braket_basisState]; simp [basisState], h0, fun h => ?_, fun h => ?_⟩ <;>
    rw [h0, (energy_allUp J hσ hn).2, h.neg_one_pow] <;> linarith

end

end ThoulessRule
```

```lean
#print axioms ThoulessRule.permOp_comp_inv
#print axioms ThoulessRule.thouless_rule
#print axioms ThoulessRule.energy_eq_allUp_iff
#print axioms ThoulessRule.one_spin_down
```

```
'ThoulessRule.permOp_comp_inv' depends on axioms: [propext, Classical.choice, Quot.sound]
'ThoulessRule.thouless_rule' depends on axioms: [propext, Classical.choice, Quot.sound]
'ThoulessRule.energy_eq_allUp_iff' depends on axioms: [propext, Classical.choice, Quot.sound]
'ThoulessRule.one_spin_down' depends on axioms: [propext, Classical.choice, Quot.sound]
```
